# Bauer–Fike bound: eigenvalue shifts of a diagonalisable matrix and the conditioning of its eigenvectors

Let $H=S\,\mathrm{diag}(d_k)\,S^{-1}$ be a complex matrix with $S$ invertible, and let $V$ be any complex matrix of the same size. Every eigenvalue $m$ of $H+V$ then satisfies

$$|m-d_k|\le \|S\|\,\|S^{-1}\|\,\|V\|\qquad\text{for some }k,$$

where the norms are Euclidean operator norms.

The physical question is how far an error or a neglected coupling $V$ can move the levels of a system whose Hamiltonian need not be Hermitian. Effective Hamiltonians with complex absorbing potentials are an example: their levels $d_k$ are complex and their eigenvectors are in general not orthogonal. For such a Hamiltonian, written as a finite diagonalisable matrix, the bound turns an estimate of $\|V\|$ into an estimate of the level error. The factor $\kappa=\|S\|\,\|S^{-1}\|$ is the condition number of the eigenvector matrix.

For a real system, such a matrix can be obtained by truncating a model Hamiltonian to a finite orthonormal basis. The bound compares eigenvalues of two matrices and does not estimate the truncation error.

## Levels, Green's matrix and norms

The basis states are labelled by a finite set `n`. The scope opened at the top makes `‖A‖`, for a matrix `A`, the largest factor by which $A$ stretches a vector in Euclidean length.

```lean
import Mathlib

open Matrix
open scoped Matrix.Norms.L2Operator

namespace BauerFike

variable {n : Type*} [Fintype n] [DecidableEq n]
```

The unperturbed matrix is built from its eigenvectors, the columns of $S$, and its levels:

$$H=S\,\mathrm{diag}(d_k)\,S^{-1}.$$

```lean
/-- The matrix `S diag(d) S⁻¹` with levels `d k` and the columns of `S` as eigenvectors,
for invertible `S`. -/
noncomputable def hamiltonian (S : Matrix n n ℂ) (d : n → ℂ) : Matrix n n ℂ :=
  S * diagonal d * S⁻¹
```

Despite its name, `hamiltonian S d` need not be Hermitian. The function `d` gives one complex level for each index, and repeated levels are allowed.

The Green's matrix, or resolvent, at complex energy $z$ is

$$G(z)=(z-H)^{-1}.$$

```lean
/-- The Green's matrix `(z - H)⁻¹`, for `z` not an eigenvalue of `H`. -/
noncomputable def greenMatrix (z : ℂ) (H : Matrix n n ℂ) : Matrix n n ℂ :=
  (z • (1 : Matrix n n ℂ) - H)⁻¹
```

Vectors are measured by $\|x\|=\big(\sum_k|x_k|^2\big)^{1/2}$.

```lean
/-- The Euclidean norm of a complex vector. -/
noncomputable def vecNorm (x : n → ℂ) : ℝ :=
  ‖(WithLp.toLp 2 x : EuclideanSpace ℂ n)‖
```

This needs its own definition because Mathlib gives a plain function `n → ℂ` the maximum norm. `vecNorm` moves the vector into `EuclideanSpace` first.

## The Green's matrix in the eigenvector basis

Since $SS^{-1}=1$, the shift by $z$ acts on the levels alone:

$$z-H=zSS^{-1}-S\,\mathrm{diag}(d_k)\,S^{-1}=S\,\mathrm{diag}(z-d_k)\,S^{-1}.$$

If $z$ differs from every $d_k$, then

$$S\,\mathrm{diag}(z-d_k)\,S^{-1}\;S\,\mathrm{diag}\!\Big(\frac1{z-d_k}\Big)S^{-1}=S\,S^{-1}=1.$$

```lean
/-- For invertible `S` and `z` different from every level, `z - H` times
`S diag(1 / (z - d k)) S⁻¹` is the identity. -/
theorem shifted_mul {S : Matrix n n ℂ} {d : n → ℂ} {z : ℂ}
    (hS : IsUnit S.det) (hz : ∀ k, z ≠ d k) :
    (z • (1 : Matrix n n ℂ) - hamiltonian S d) *
      (S * diagonal (fun k => (z - d k)⁻¹) * S⁻¹) = 1 := by
  have h1 : S⁻¹ * S = 1 := nonsing_inv_mul S hS
  have h2 : S * S⁻¹ = 1 := mul_nonsing_inv S hS
  have hf : (fun k => (z - d k) * (z - d k)⁻¹) = fun _ => (1 : ℂ) :=
    funext fun k => mul_inv_cancel₀ (sub_ne_zero.mpr (hz k))
  have hD : diagonal (fun k => z - d k) * diagonal (fun k => (z - d k)⁻¹) = 1 := by
    rw [diagonal_mul_diagonal, hf, diagonal_one]
  have hA : diagonal (fun k => z - d k) = z • (1 : Matrix n n ℂ) - diagonal d := by
    ext i j
    by_cases h : i = j
    · subst h
      simp
    · simp [h]
  -- the shift by z acts on the levels only
  have hsplit : z • (1 : Matrix n n ℂ) - hamiltonian S d
      = S * diagonal (fun k => z - d k) * S⁻¹ := by
    rw [hA, hamiltonian, Matrix.mul_sub, Matrix.sub_mul, Matrix.mul_smul,
      Matrix.smul_mul, Matrix.mul_one, h2]
  rw [hsplit]
  calc S * diagonal (fun k => z - d k) * S⁻¹ * (S * diagonal (fun k => (z - d k)⁻¹) * S⁻¹)
      = S * diagonal (fun k => z - d k) * (S⁻¹ * S)
          * diagonal (fun k => (z - d k)⁻¹) * S⁻¹ := by
        simp only [Matrix.mul_assoc]
    _ = S * (diagonal (fun k => z - d k) * diagonal (fun k => (z - d k)⁻¹)) * S⁻¹ := by
        rw [h1, Matrix.mul_one]
        simp only [Matrix.mul_assoc]
    _ = 1 := by rw [hD, Matrix.mul_one, h2]
```

The hypothesis `IsUnit S.det` says that $\det S\neq0$. The first displayed equation is `hsplit`. The `calc` block then regroups the product, cancels $S^{-1}S$ and multiplies the two diagonal matrices.

A square matrix with a right inverse has that matrix as its inverse, so

$$G(z)=S\,\mathrm{diag}\!\Big(\frac{1}{z-d_k}\Big)S^{-1}.$$

```lean
/-- Spectral form of the Green's matrix: for invertible `S` and `z` different from every
level, `(z - H)⁻¹ = S diag(1 / (z - d k)) S⁻¹`. -/
theorem greenMatrix_eq {S : Matrix n n ℂ} {d : n → ℂ} {z : ℂ}
    (hS : IsUnit S.det) (hz : ∀ k, z ≠ d k) :
    greenMatrix z (hamiltonian S d) = S * diagonal (fun k => (z - d k)⁻¹) * S⁻¹ :=
  Matrix.inv_eq_right_inv (shifted_mul hS hz)
```

## Size of the Green's matrix away from the levels

A diagonal matrix with entries $a_k$ satisfies

$$\|\mathrm{diag}(a_k)\,y\|^2=\sum_k|a_k|^2|y_k|^2\le\max_k|a_k|^2\,\|y\|^2 .$$

If $|z-d_k|\ge\delta>0$ for all $k$, the entries $1/(z-d_k)$ have modulus at most $1/\delta$. The norm of a product is at most the product of the norms, hence

$$\|G(z)\|\le\|S\|\,\frac1\delta\,\|S^{-1}\|=\frac{\kappa}{\delta}.$$

```lean
/-- For invertible `S` and `z` at distance at least `δ > 0` from every level, the Green's
matrix has operator norm at most `‖S‖ ‖S⁻¹‖ / δ`. -/
theorem greenMatrix_norm_le {S : Matrix n n ℂ} {d : n → ℂ} {z : ℂ} {δ : ℝ}
    (hS : IsUnit S.det) (hδ : 0 < δ) (h : ∀ k, δ ≤ ‖z - d k‖) :
    ‖greenMatrix z (hamiltonian S d)‖ ≤ ‖S‖ * ‖S⁻¹‖ / δ := by
  have hz : ∀ k, z ≠ d k := fun k e =>
    sub_ne_zero.mp (norm_pos_iff.mp (hδ.trans_le (h k))) e
  have hB : ‖(diagonal (fun k => (z - d k)⁻¹) : Matrix n n ℂ)‖ ≤ δ⁻¹ := by
    rw [l2_opNorm_diagonal, pi_norm_le_iff_of_nonneg (inv_nonneg.mpr hδ.le)]
    intro k
    show ‖(z - d k)⁻¹‖ ≤ δ⁻¹
    rw [norm_inv]
    exact inv_anti₀ hδ (h k)
  rw [greenMatrix_eq hS hz]
  calc ‖S * diagonal (fun k => (z - d k)⁻¹) * S⁻¹‖
      ≤ ‖S * diagonal (fun k => (z - d k)⁻¹)‖ * ‖S⁻¹‖ := norm_mul_le _ _
    _ ≤ ‖S‖ * ‖(diagonal (fun k => (z - d k)⁻¹) : Matrix n n ℂ)‖ * ‖S⁻¹‖ :=
        mul_le_mul_of_nonneg_right (norm_mul_le _ _) (norm_nonneg _)
    _ ≤ ‖S‖ * δ⁻¹ * ‖S⁻¹‖ := by gcongr
    _ = ‖S‖ * ‖S⁻¹‖ / δ := by rw [div_eq_mul_inv]; ring
```

The diagonal estimate is `hB`, which rests on Mathlib's `l2_opNorm_diagonal`. The `calc` block splits the triple product with `norm_mul_le`, applied twice.

## From a residual to a nearby level

Take any trial energy $z$ and trial vector $x$, with residual $r=zx-Hx=(z-H)x$. Let $d_k$ be the level nearest to $z$. If $z=d_k$, then $|z-d_k|\,\|x\|=0$ and there is nothing to show. Otherwise set $\delta=|z-d_k|$. No level is closer than $\delta$, and $G(z)\,r=x$, so

$$\|x\|\le\|G(z)\|\,\|r\|\le\frac{\kappa}{|z-d_k|}\,\|r\| .$$

Multiplying by $|z-d_k|$ gives

$$|z-d_k|\,\|x\|\le\kappa\,\|zx-Hx\| .$$

```lean
/-- Residual bound: for invertible `S`, any trial energy `z` and any trial vector `x`, some
level satisfies `|z - d k| ‖x‖ ≤ ‖S‖ ‖S⁻¹‖ ‖z x - H x‖`. -/
theorem residual_bound [Nonempty n] {S : Matrix n n ℂ} {d : n → ℂ}
    (hS : IsUnit S.det) (z : ℂ) (x : n → ℂ) :
    ∃ k, ‖z - d k‖ * vecNorm x
      ≤ ‖S‖ * ‖S⁻¹‖ * vecNorm (z • x - hamiltonian S d *ᵥ x) := by
  -- take the level nearest to z
  obtain ⟨k, hk⟩ := Finite.exists_min (fun k => ‖z - d k‖)
  refine ⟨k, ?_⟩
  rcases (norm_nonneg (z - d k)).eq_or_lt with h0 | hpos
  · rw [← h0, zero_mul]
    exact mul_nonneg (by positivity) (norm_nonneg _)
  · have hz : ∀ j, z ≠ d j := fun j e =>
      sub_ne_zero.mp (norm_pos_iff.mp (hpos.trans_le (hk j))) e
    have hG := greenMatrix_norm_le hS hpos hk
    have hinv : greenMatrix z (hamiltonian S d)
        * (z • (1 : Matrix n n ℂ) - hamiltonian S d) = 1 := by
      rw [greenMatrix_eq hS hz]
      exact mul_eq_one_comm.mp (shifted_mul hS hz)
    -- the Green's matrix turns the residual back into x
    have hx : greenMatrix z (hamiltonian S d) *ᵥ (z • x - hamiltonian S d *ᵥ x) = x := by
      have e : z • x - hamiltonian S d *ᵥ x
          = (z • (1 : Matrix n n ℂ) - hamiltonian S d) *ᵥ x := by
        simp [Matrix.sub_mulVec, Matrix.smul_mulVec]
      rw [e, Matrix.mulVec_mulVec, hinv, Matrix.one_mulVec]
    have hb : vecNorm (greenMatrix z (hamiltonian S d) *ᵥ (z • x - hamiltonian S d *ᵥ x))
        ≤ ‖greenMatrix z (hamiltonian S d)‖ * vecNorm (z • x - hamiltonian S d *ᵥ x) :=
      l2_opNorm_mulVec _ (WithLp.toLp 2 (z • x - hamiltonian S d *ᵥ x))
    rw [hx] at hb
    have hc := hb.trans (mul_le_mul_of_nonneg_right hG (norm_nonneg _))
    have hne : ‖z - d k‖ ≠ 0 := hpos.ne'
    refine (mul_le_mul_of_nonneg_left hc hpos.le).trans (le_of_eq ?_)
    field_simp
```

For a normalised $x$, this places a level within $\kappa\|r\|$ of the trial energy, whether or not $x$ is close to an eigenvector. The assumption `Nonempty n` guarantees that there is a level to choose.

In the proof, `Finite.exists_min` picks the nearest level and `rcases` separates the cases of zero and positive distance. The identity $G(z)(z-H)=1$ is `hinv`, obtained from the product in the other order by `mul_eq_one_comm`. It yields `hx`, the statement $G(z)r=x$, and `field_simp` carries out the last cancellation.

## The perturbed eigenvalue

Let $(H+V)x=mx$ with $x\ne0$. The vector $x$, tried on the unperturbed $H$ at energy $m$, has the residual

$$mx-Hx=Vx,\qquad \|Vx\|\le\|V\|\,\|x\| .$$

The residual bound therefore gives, for some $k$,

$$|m-d_k|\,\|x\|\le\kappa\,\|V\|\,\|x\| ,$$

and division by $\|x\|>0$ gives the Bauer–Fike bound.

```lean
/-- Bauer-Fike theorem: if `H = S diag(d) S⁻¹` with `S` invertible, every eigenvalue `m` of
`H + V` lies within `‖S‖ ‖S⁻¹‖ ‖V‖` of some level `d k`, in the Euclidean operator norm. -/
theorem bauer_fike {S V : Matrix n n ℂ} {d : n → ℂ} {m : ℂ} {x : n → ℂ}
    (hS : IsUnit S.det) (hx : x ≠ 0) (heig : (hamiltonian S d + V) *ᵥ x = m • x) :
    ∃ k, ‖m - d k‖ ≤ ‖S‖ * ‖S⁻¹‖ * ‖V‖ := by
  obtain ⟨i, _⟩ := Function.ne_iff.mp hx
  have : Nonempty n := ⟨i⟩
  obtain ⟨k, hk⟩ := residual_bound (d := d) hS m x
  -- the residual of the perturbed eigenvector is V x
  have hr : m • x - hamiltonian S d *ᵥ x = V *ᵥ x := by
    rw [← heig, Matrix.add_mulVec, add_sub_cancel_left]
  rw [hr] at hk
  have hV : vecNorm (V *ᵥ x) ≤ ‖V‖ * vecNorm x := l2_opNorm_mulVec V (WithLp.toLp 2 x)
  have hpos : 0 < vecNorm x := by
    rw [vecNorm, norm_pos_iff]
    intro h
    exact hx (congrArg WithLp.ofLp h)
  refine ⟨k, le_of_mul_le_mul_right ?_ hpos⟩
  calc ‖m - d k‖ * vecNorm x ≤ ‖S‖ * ‖S⁻¹‖ * vecNorm (V *ᵥ x) := hk
    _ ≤ ‖S‖ * ‖S⁻¹‖ * (‖V‖ * vecNorm x) := mul_le_mul_of_nonneg_left hV (by positivity)
    _ = ‖S‖ * ‖S⁻¹‖ * ‖V‖ * vecNorm x := by ring
```

An eigenvalue enters through its eigenvector: `hx` says that $x$ is nonzero, and `heig` is the eigenvalue equation, with `*ᵥ` for a matrix acting on a vector. The letter `m` is a complex energy, not a mass or a quantum number. No smallness of $V$ is assumed, and $V$ need not be Hermitian.

The theorem supplies a level for each eigenvalue separately. It does not pair perturbed with unperturbed levels one to one, so two eigenvalues may be assigned the same $d_k$.

The residual identity is `hr`, the estimate of $\|Vx\|$ is `hV`, and `le_of_mul_le_mul_right` performs the division.

## Orthonormal eigenvectors

If $S$ is unitary, then $S^{-1}=S^\dagger$, and

$$\|S\|^2=\|S^\dagger S\|=\|1\|\le1,\qquad \|S^{-1}\|=\|S^\dagger\|=\|S\| .$$

Hence $\kappa\le1$, and some level satisfies $|m-d_k|\le\|V\|$.

```lean
/-- If `S` is unitary, every eigenvalue `m` of `H + V` lies within `‖V‖` of some level. -/
theorem bauer_fike_unitary {S V : Matrix n n ℂ} {d : n → ℂ} {m : ℂ} {x : n → ℂ}
    (hS : S ∈ unitaryGroup n ℂ) (hx : x ≠ 0)
    (heig : (hamiltonian S d + V) *ᵥ x = m • x) :
    ∃ k, ‖m - d k‖ ≤ ‖V‖ := by
  have h : star S * S = 1 := mem_unitaryGroup_iff'.mp hS
  have h1 : ‖(1 : Matrix n n ℂ)‖ ≤ 1 := by
    rw [← diagonal_one, l2_opNorm_diagonal, pi_norm_le_iff_of_nonneg zero_le_one]
    intro k
    simp
  have hn : ‖S‖ * ‖S‖ ≤ 1 := by
    rw [← CStarRing.norm_star_mul_self, h]
    exact h1
  obtain ⟨k, hk⟩ := bauer_fike (isUnit_det_of_left_inverse h) hx heig
  rw [Matrix.inv_eq_left_inv h, norm_star] at hk
  exact ⟨k, hk.trans (mul_le_of_le_one_left (norm_nonneg V) hn)⟩
```

Every Hermitian matrix has this form, with real $d_k$. For a finite Hermitian model, an error of norm $\|V\|$ in the matrix thus leaves each computed eigenvalue within $\|V\|$ of a true level of that model. In Lean, `star S` is $S^\dagger$, and `CStarRing.norm_star_mul_self` supplies $\|S^\dagger S\|=\|S\|^2$.

## A two-level matrix whose shift exceeds the perturbation norm

For non-orthogonal eigenvectors the factor $\kappa$ cannot simply be replaced by 1. Take levels $0$ and $1$ with

$$S=\begin{pmatrix}1&6\\0&1\end{pmatrix},\qquad H=\begin{pmatrix}0&6\\0&1\end{pmatrix},\qquad V=\begin{pmatrix}0&0\\1&0\end{pmatrix}.$$

Here $V^\dagger V=\mathrm{diag}(1,0)$, so $\|V\|=1$. Moreover

$$(H+V)\begin{pmatrix}2\\1\end{pmatrix}=\begin{pmatrix}0&6\\1&1\end{pmatrix}\begin{pmatrix}2\\1\end{pmatrix}=\begin{pmatrix}6\\3\end{pmatrix}=3\begin{pmatrix}2\\1\end{pmatrix}.$$

The eigenvalue $3$ lies at distances $3$ and $2$ from the two levels. This rules out any bound $c\,\|V\|$ with $c<2$ valid for all diagonalisable $H$.

```lean
/-- A two-level matrix with levels 0 and 1 and non-orthogonal eigenvectors: a perturbation of
norm 1 produces the eigenvalue 3, at distance at least 2 from both levels. -/
theorem condition_number_needed :
    IsUnit (!![1, 6; 0, 1] : Matrix (Fin 2) (Fin 2) ℂ).det ∧
    ‖(!![0, 0; 1, 0] : Matrix (Fin 2) (Fin 2) ℂ)‖ = 1 ∧
    (hamiltonian !![1, 6; 0, 1] ![0, 1] + !![0, 0; 1, 0]) *ᵥ ![2, 1]
      = (3 : ℂ) • ![2, 1] ∧
    ∀ k, 2 ≤ ‖(3 : ℂ) - (![0, 1] : Fin 2 → ℂ) k‖ := by
  refine ⟨by simp [Matrix.det_fin_two], ?_, ?_, ?_⟩
  · -- the norm follows from V* V = diag(1, 0)
    have h : star (!![0, 0; 1, 0] : Matrix (Fin 2) (Fin 2) ℂ) * !![0, 0; 1, 0]
        = diagonal ![1, 0] := by
      ext i j
      fin_cases i <;> fin_cases j <;>
        simp [Matrix.star_eq_conjTranspose, Matrix.mul_apply, Fin.sum_univ_succ]
    have hv : ‖(![1, 0] : Fin 2 → ℂ)‖ = 1 := by
      apply le_antisymm
      · rw [pi_norm_le_iff_of_nonneg zero_le_one]
        intro k
        fin_cases k <;> simp
      · simpa using norm_le_pi_norm (![1, 0] : Fin 2 → ℂ) 0
    have hs := CStarRing.norm_star_mul_self (x := (!![0, 0; 1, 0] : Matrix (Fin 2) (Fin 2) ℂ))
    rw [h, l2_opNorm_diagonal, hv] at hs
    have h0 := norm_nonneg (!![0, 0; 1, 0] : Matrix (Fin 2) (Fin 2) ℂ)
    apply le_antisymm <;> nlinarith
  · have hinv : (!![1, 6; 0, 1] : Matrix (Fin 2) (Fin 2) ℂ)⁻¹ = !![1, -6; 0, 1] := by
      apply Matrix.inv_eq_right_inv
      ext i j
      fin_cases i <;> fin_cases j <;> simp [Matrix.mul_apply, Fin.sum_univ_succ]
    have hH : hamiltonian !![1, 6; 0, 1] ![0, 1]
        = (!![0, 6; 0, 1] : Matrix (Fin 2) (Fin 2) ℂ) := by
      rw [hamiltonian, hinv]
      ext i j
      fin_cases i <;> fin_cases j <;>
        simp [Matrix.mul_apply, Fin.sum_univ_succ, Matrix.vecMul_diagonal]
    rw [hH]
    ext i
    fin_cases i <;> simp [Matrix.mulVec, dotProduct, Fin.sum_univ_succ] <;> norm_num
  · intro k
    fin_cases k <;> norm_num

end BauerFike
```

The four parts of the statement are the invertibility of $S$, the norm of $V$, the eigenvalue equation and the distances. The proof computes $S^{-1}$ and $H$ entry by entry. The normalised eigenvector is $(2,1)/\sqrt5$.

The second column of $S$ is not normalised either; its unit version is $(6,1)/\sqrt{37}$. Rescaling columns by nonzero factors leaves $H$ unchanged but can alter $\kappa$, which is about $38$ for the $S$ above and $6+\sqrt{37}\approx12.1$ with unit columns. Either choice gives a valid bound.

## Without diagonalisability: a square-root shift

Suppose $H$ has too few eigenvectors to be written as $S\,\mathrm{diag}(d_k)\,S^{-1}$, as at an exceptional point. For $\varepsilon>0$ take

$$H=\begin{pmatrix}0&1\\0&0\end{pmatrix},\qquad V=\begin{pmatrix}0&0\\\varepsilon&0\end{pmatrix},\qquad (H+V)\begin{pmatrix}1\\\sqrt\varepsilon\end{pmatrix}=\sqrt\varepsilon\begin{pmatrix}1\\\sqrt\varepsilon\end{pmatrix}.$$

The only eigenvalue of $H$ is $0$ and $\|V\|=\varepsilon$, yet the shift is $\sqrt\varepsilon$. For any constant $C>0$, the inequality $\sqrt\varepsilon\le C\varepsilon$ fails once $\varepsilon<1/C^2$. This $H$ therefore admits no bound $C\,\|V\|$ with $C$ independent of $V$. The calculation is ordinary algebra, given here without a Lean proof.

```lean
#print axioms BauerFike.bauer_fike
#print axioms BauerFike.bauer_fike_unitary
#print axioms BauerFike.condition_number_needed
```

```
'BauerFike.bauer_fike' depends on axioms: [propext, Classical.choice, Quot.sound]
'BauerFike.bauer_fike_unitary' depends on axioms: [propext, Classical.choice, Quot.sound]
'BauerFike.condition_number_needed' depends on axioms: [propext, Classical.choice, Quot.sound]
```
